# In a two-level p-d model, a Hubbard shift of the filled d level lowers the band top by less than V²/D

Let a p level at energy $0$ couple through $V \neq 0$ to a filled d level at $-D$, with $D > 0$, and let $T(D)$ be the larger eigenvalue of

$$H(D) = \begin{pmatrix} 0 & V \\ V & -D \end{pmatrix}.$$

For every $U > 0$, a Hubbard correction that lowers the d level by $U/2$ lowers this eigenvalue by a bounded amount:

$$0 < T(D) - T(D + U/2) < \frac{V^2}{D}.$$

In semiconductors with a shallow filled d shell, p-d repulsion pushes the valence-band top up, and DFT+U reduces that push by moving the d states down. Within this one-particle two-orbital model, with $V$ and the conduction edge held fixed, the gap opening obtained in this way is bounded however large $U$ is made.

```lean
import Mathlib

open Matrix Filter Topology

namespace PdRepulsionHubbard

noncomputable section
```

## Two orbitals and a potential on one of them

The basis is ordered p first, d second, so the Lean indices `0` and `1` stand for p and d. All energies are measured from the bare p level. The coupling $V$ is a real number that represents the hybridisation between the two orbitals.

```lean
/-- The p-d Hamiltonian: a p level at energy zero, a d level at energy `-D`,
and a coupling `V` between them. -/
def pdHamiltonian (V D : ℝ) : Matrix (Fin 2) (Fin 2) ℝ := !![0, V; V, -D]
```

In the common form of DFT+U with a single effective parameter $U$, the Hubbard term has the energy $\tfrac{U}{2}(n - n^2)$ for a d orbital of one spin, whose occupation $n$ lies between $0$ and $1$. Its derivative with respect to $n$ is the potential $U(\tfrac12 - n)$, which acts on the d orbital alone. At $n = 1$ it equals $-U/2$.

```lean
/-- The Hubbard correction `U (1/2 - n)` acting on a d orbital of occupation `n`. -/
def hubbardShift (U n : ℝ) : Matrix (Fin 2) (Fin 2) ℝ := !![0, 0; 0, U * (1 / 2 - n)]
```

The value $n = 1$ suits a valence band in which both the bonding and the antibonding p-d state are occupied. The d weights of two orthonormal states in a two-orbital space add up to one, whatever the mixing, so hybridisation does not change the occupation here.

An energy level is a number $E$ for which $Hv = Ev$ has a nonzero solution $v$. In the definition below, `H *ᵥ v` is the matrix acting on the vector and `E • v` is the scalar multiple. Real numbers and real vectors suffice because the matrices are real and symmetric.

```lean
/-- The energy levels of a two-orbital Hamiltonian: its real eigenvalues. -/
def energyLevels (H : Matrix (Fin 2) (Fin 2) ℝ) : Set ℝ :=
  {E | ∃ v : Fin 2 → ℝ, v ≠ 0 ∧ H *ᵥ v = E • v}
```

## The band top in closed form

The characteristic equation of $H(D)$ is $E(E + D) = V^2$, and its larger root is

$$T(D) = \frac{\sqrt{D^2 + 4V^2} - D}{2}.$$

In Lean this formula is a definition, `bandTop V D`. That it is the largest eigenvalue is proved below.

```lean
/-- The closed formula `(√(D² + 4V²) - D) / 2` for the valence-band top,
measured from the bare p level. -/
def bandTop (V D : ℝ) : ℝ := (√(D ^ 2 + 4 * V ^ 2) - D) / 2
```

To check that it solves the equation, write $R = \sqrt{D^2 + 4V^2}$. Then $T = (R - D)/2$ and $T + D = (R + D)/2$, so

$$T(T + D) = \frac{R^2 - D^2}{4} = V^2.$$

The Lean proof records $R^2 = D^2 + 4V^2$ as `h`, and `linear_combination h / 4` carries out the rest of the algebra.

```lean
/-- The band top `T` solves the secular equation `T (T + D) = V²`. -/
theorem bandTop_secular (V D : ℝ) : bandTop V D * (bandTop V D + D) = V ^ 2 := by
  have h := Real.sq_sqrt (show 0 ≤ D ^ 2 + 4 * V ^ 2 by positivity)
  unfold bandTop
  linear_combination h / 4
```

## It is the largest eigenvalue

Two things are needed: $T$ is an eigenvalue, and no eigenvalue exceeds it.

For the first, take the unnormalised vector $(V, T)$. Then

$$H(D)\begin{pmatrix} V \\ T \end{pmatrix} = \begin{pmatrix} VT \\ V^2 - DT \end{pmatrix} = T\begin{pmatrix} V \\ T \end{pmatrix},$$

because $V^2 - DT = T^2$ by the secular equation. The vector is nonzero since $V \neq 0$. After normalisation, the d weight of the band-top state is $T^2/(V^2 + T^2)$.

For the second, let $E$ be any eigenvalue, with eigenvector $(v_0, v_1)$. The two rows read

$$V v_1 = E v_0, \qquad V v_0 = (E + D) v_1.$$

Multiplying the first by $E + D$ and using the second gives $E(E + D) v_0 = V^2 v_0$. Multiplying the second by $E$ and using the first gives $E(E + D) v_1 = V^2 v_1$. At least one component is nonzero, so $E(E + D) = V^2$. Completing the square,

$$(2E + D)^2 = 4E(E + D) + D^2 = D^2 + 4V^2,$$

hence $2E + D \le |2E + D| \le \sqrt{D^2 + 4V^2}$, which is $E \le T$.

In the code, `h0` and `h1` are the two rows, `k0` and `k1` are the two multiplied equations, and `hs` is the secular equation for $E$. It is obtained by contradiction: if its factor were nonzero, both components of $v$ would vanish.

```lean
/-- For nonzero coupling, `bandTop V D` is the largest eigenvalue of the p-d Hamiltonian. -/
theorem bandTop_isGreatest {V : ℝ} (hV : V ≠ 0) (D : ℝ) :
    IsGreatest (energyLevels (pdHamiltonian V D)) (bandTop V D) := by
  constructor
  · -- the eigenvector has amplitude V on p and T on d
    refine ⟨![V, bandTop V D], fun h => hV (by simpa using congrFun h 0), ?_⟩
    have h := bandTop_secular V D
    ext i
    fin_cases i
    · simp [pdHamiltonian, Matrix.mulVec, dotProduct, Fin.sum_univ_two, mul_comm]
    · simp [pdHamiltonian, Matrix.mulVec, dotProduct, Fin.sum_univ_two]
      linear_combination -h
  · rintro E ⟨v, hv, hE⟩
    have h0 := congrFun hE 0
    have h1 := congrFun hE 1
    simp [pdHamiltonian, Matrix.mulVec, dotProduct, Fin.sum_univ_two] at h0 h1
    have k0 : (E * (E + D) - V ^ 2) * v 0 = 0 := by
      linear_combination -(E + D) * h0 - V * h1
    have k1 : (E * (E + D) - V ^ 2) * v 1 = 0 := by
      linear_combination -V * h0 - E * h1
    -- a nonzero eigenvector forces the secular equation
    have hs : E * (E + D) - V ^ 2 = 0 := by
      by_contra hne
      apply hv
      ext i
      fin_cases i
      · simpa using (mul_eq_zero.mp k0).resolve_left hne
      · simpa using (mul_eq_zero.mp k1).resolve_left hne
    have hsq : (2 * E + D) ^ 2 ≤ D ^ 2 + 4 * V ^ 2 := by linarith
    have hle := (le_abs_self (2 * E + D)).trans (Real.abs_le_sqrt hsq)
    unfold bandTop
    linarith
```

## The p level is pushed up, by less than second order says

Since $V^2 > 0$, we have $D^2 < D^2 + 4V^2$ and therefore $D < \sqrt{D^2 + 4V^2}$. So $T(D) > 0$: the coupling raises the band top above the bare p level.

```lean
/-- With nonzero p-d coupling, the band top lies above the bare p level. -/
theorem bandTop_pos {V : ℝ} (hV : V ≠ 0) (D : ℝ) : 0 < bandTop V D := by
  have hV2 : 0 < V ^ 2 := by positivity
  have h : D < √(D ^ 2 + 4 * V ^ 2) := Real.lt_sqrt_of_sq_lt (by linarith)
  unfold bandTop
  linarith
```

Second-order perturbation theory puts the upward shift at $V^2/D$, the squared coupling over the energy separation. The secular equation shows how far this is from the exact value. Dividing $V^2 = T^2 + TD$ by $D$ gives

$$\frac{V^2}{D} - T = \frac{T^2}{D}.$$

For $D > 0$ the perturbative shift is thus too large by $T^2/D$.

```lean
/-- For `D ≠ 0`, the band top `T` satisfies `V²/D - T = T²/D`. When `D > 0`, `V²/D` is the
second-order estimate of `T`. -/
theorem perturbative_excess (V : ℝ) {D : ℝ} (hD : D ≠ 0) :
    V ^ 2 / D - bandTop V D = bandTop V D ^ 2 / D := by
  rw [← bandTop_secular V D, mul_add, add_div, mul_div_cancel_right₀ _ hD]
  ring
```

## A deeper d level repels less

Let $0 < D < D'$, and write $T = T(D)$, $T' = T(D')$. Both satisfy their secular equations with the same right-hand side, so $T'(T' + D') - T(T + D) = 0$. Regrouping the left-hand side gives

$$(T' - T)(T' + T + D) + T'(D' - D) = 0.$$

The second term is positive. If $T' \ge T$ held, the first would be nonnegative and the sum could not vanish. Hence $T' < T$.

The Lean proof follows this argument. It assumes the opposite as `hc`, and `nlinarith` receives the signs of the two products as hints.

```lean
/-- With nonzero coupling, a deeper d level (`0 < D < D'`) gives a lower band top. -/
theorem bandTop_strictAnti {V D D' : ℝ} (hV : V ≠ 0) (hD : 0 < D) (h : D < D') :
    bandTop V D' < bandTop V D := by
  have hT := bandTop_pos hV D
  have hT' := bandTop_pos hV D'
  have e := bandTop_secular V D
  have e' := bandTop_secular V D'
  by_contra hc
  have hc' : 0 ≤ bandTop V D' - bandTop V D := by linarith [not_lt.mp hc]
  have hsum : 0 ≤ bandTop V D' + bandTop V D + D := by linarith
  nlinarith [mul_nonneg hc' hsum, mul_pos hT' (sub_pos.mpr h)]
```

## The lowering compared with its perturbative estimate

Writing the excess formula at $D$ and at $D'$ and subtracting gives

$$T - T' = \left(\frac{V^2}{D} - \frac{V^2}{D'}\right) - \left(\frac{T^2}{D} - \frac{T'^2}{D'}\right).$$

The last bracket is positive, because

$$\frac{T'^2}{D'} < \frac{T^2}{D'} < \frac{T^2}{D}.$$

The first inequality uses $0 < T' < T$ and the second uses $0 < D < D'$. These are `h1` and `h2` in the code, each closed by `gcongr`, which compares two expressions of the same shape by comparing the parts in which they differ. The true lowering is therefore smaller than the difference of the two perturbative shifts.

```lean
/-- With nonzero coupling, when the d level is lowered from `-D` to `-D'` with `0 < D < D'`,
the band top falls by less than second-order perturbation theory predicts. -/
theorem lowering_lt_perturbative {V D D' : ℝ} (hV : V ≠ 0) (hD : 0 < D) (h : D < D') :
    bandTop V D - bandTop V D' < V ^ 2 / D - V ^ 2 / D' := by
  have hD' : 0 < D' := hD.trans h
  have hT := bandTop_pos hV D
  have hT' := bandTop_pos hV D'
  have hlt := bandTop_strictAnti hV hD h
  -- the excess T²/D shrinks as the d level deepens
  have h1 : bandTop V D' ^ 2 / D' < bandTop V D ^ 2 / D' := by gcongr
  have h2 : bandTop V D ^ 2 / D' < bandTop V D ^ 2 / D := by gcongr
  linarith [perturbative_excess V hD.ne', perturbative_excess V hD'.ne']
```

## The Hubbard term turns D into D + U/2

With $n = 1$ the d entry of the corrected Hamiltonian is

$$-D + U\left(\tfrac12 - 1\right) = -\left(D + \tfrac{U}{2}\right),$$

and the other entries are unchanged. The corrected problem is the original one with a deeper d level.

```lean
/-- Adding the Hubbard correction for a filled d orbital replaces `D` by `D + U/2` in the p-d
Hamiltonian. -/
theorem filled_shell_shift (V D U : ℝ) :
    pdHamiltonian V D + hubbardShift U 1 = pdHamiltonian V (D + U / 2) := by
  ext i j
  fin_cases i <;> fin_cases j <;> simp [pdHamiltonian, hubbardShift]
  ring
```

## The bound on the gap correction

Set $D' = D + U/2$ in the comparison above. Since $V^2/D' > 0$,

$$0 < T(D) - T(D') < \frac{V^2}{D} - \frac{V^2}{D'} < \frac{V^2}{D}.$$

The theorem is phrased in terms of eigenvalues and does not mention the closed formula. It takes two numbers `T` and `T'`. The hypothesis `hT` says that `T` is the greatest energy level of `pdHamiltonian V D`, and `hT'` says the same of `T'` for the matrix with `hubbardShift U 1` added. The conclusion is the pair of inequalities for `T - T'`.

The device that connects this phrasing to the formula is Mathlib's `IsGreatest`. For a set `S` and a number `a`, `IsGreatest S a` says that `a` belongs to `S` and is an upper bound of `S`. Two such numbers must be equal, since each belongs to the set and is bounded by the other, and `IsGreatest.unique` provides that equality. The physical statement can therefore speak of "the largest eigenvalue" without choosing an algorithm or an ordering of the spectrum, while the proof replaces `T` and `T'` by `bandTop V D` and `bandTop V (D + U / 2)` as soon as `bandTop_isGreatest` is available. That theorem also shows that numbers `T` and `T'` of the required kind exist.

In the proof, `filled_shell_shift` first rewrites the corrected matrix. The equalities `e` and `e'` then bring in the closed formula, and the two inequalities follow from `bandTop_strictAnti` and `lowering_lt_perturbative`.

```lean
/-- Let `T` and `T'` be the largest eigenvalues of the p-d Hamiltonian without and with the
Hubbard correction on a filled d orbital. For `D > 0`, `U > 0` and nonzero coupling, the band top
falls by a positive amount smaller than `V²/D`. -/
theorem gap_correction_bounded {V D U T T' : ℝ} (hV : V ≠ 0) (hD : 0 < D) (hU : 0 < U)
    (hT : IsGreatest (energyLevels (pdHamiltonian V D)) T)
    (hT' : IsGreatest (energyLevels (pdHamiltonian V D + hubbardShift U 1)) T') :
    0 < T - T' ∧ T - T' < V ^ 2 / D := by
  rw [filled_shell_shift] at hT'
  have e := hT.unique (bandTop_isGreatest hV D)
  have e' := hT'.unique (bandTop_isGreatest hV (D + U / 2))
  have hlt : D < D + U / 2 := by linarith
  have hpos : 0 < V ^ 2 / (D + U / 2) := by positivity
  rw [e, e']
  constructor
  · linarith [bandTop_strictAnti hV hD hlt]
  · linarith [lowering_lt_perturbative hV hD hlt]
```

The condition $V \neq 0$ is needed for both strict inequalities: at $V = 0$ and $D > 0$ the band top is the bare p level, and moving the d level down leaves it where it is, so the lowering and $V^2/D$ are both zero.

The conduction band does not appear in the model. The lowering equals the gap correction when the conduction edge stays fixed. The model also keeps $V$ and the bare p energy unchanged when $U$ is switched on, and it has no dispersion. In a self-consistent calculation the charge density responds and these quantities can move.

## An example with V = 2, D = 3 and U = 9

In any common unit of energy, $V = 2$ and $D = 3$ give

$$T(3) = \frac{\sqrt{9 + 16} - 3}{2} = 1.$$

The perturbative shift is $V^2/D = 4/3$, too large by $T^2/D = 1/3$.

With $U = 9$ the d level moves from $-3$ to $-7.5$, and

$$T(7.5) = \frac{\sqrt{56.25 + 16} - 7.5}{2} = \frac{8.5 - 7.5}{2} = 0.5.$$

The band top falls by $0.5$. Perturbation theory predicts $4/3 - 4/7.5 = 0.8$, and the bound is $4/3$, so the three numbers stand in the proved order. The normalised d weight of the band-top state drops from $1/5$ to $1/17$: the state becomes more purely p-like as the d level sinks.

## Saturation at large U

The repulsion that remains after the correction is $T(D + U/2)$. For $U \ge 0$ it is positive and, by the excess formula, at most the perturbative shift:

$$0 < T(D + U/2) \le \frac{V^2}{D + U/2}.$$

The right-hand side tends to zero as $U \to \infty$, so

$$T(D) - T(D + U/2) \longrightarrow T(D).$$

The correction can at most remove the p-d repulsion that was there at the start. In the example the limit is $1$, and $U = 9$ has achieved half of it.

In Lean the limit is a `Tendsto` statement about `bandTop`, with `atTop` for $U \to \infty$ and `𝓝 (bandTop V D)` for the neighbourhoods of the limiting value. The term `hbound` says that the upper estimate vanishes, `squeeze_zero'` gives the limit `hz` of the remaining repulsion, and the last line subtracts it from the constant $T(D)$. The upper estimate is only required for large $U$, so the proof restricts to $U \ge 0$, where the denominator is positive.

```lean
/-- For `D > 0` and nonzero coupling, the lowering of the band top tends to `bandTop V D`
as `U` grows without limit. -/
theorem gap_correction_saturates {V D : ℝ} (hV : V ≠ 0) (hD : 0 < D) :
    Tendsto (fun U : ℝ => bandTop V D - bandTop V (D + U / 2)) atTop (𝓝 (bandTop V D)) := by
  have hlin : Tendsto (fun U : ℝ => D + U / 2) atTop atTop :=
    tendsto_atTop_add_const_left _ D (tendsto_id.atTop_div_const (by norm_num))
  have hbound : Tendsto (fun U : ℝ => V ^ 2 / (D + U / 2)) atTop (𝓝 0) :=
    tendsto_const_nhds.div_atTop hlin
  -- the remaining repulsion is squeezed between 0 and V²/(D + U/2)
  have hz : Tendsto (fun U : ℝ => bandTop V (D + U / 2)) atTop (𝓝 0) := by
    refine squeeze_zero' (Eventually.of_forall fun U => (bandTop_pos hV _).le) ?_ hbound
    filter_upwards [eventually_ge_atTop (0 : ℝ)] with U hU
    have hDU : 0 < D + U / 2 := by linarith
    have hex : 0 ≤ bandTop V (D + U / 2) ^ 2 / (D + U / 2) := by positivity
    linarith [perturbative_excess V hDU.ne']
  simpa using hz.const_sub (bandTop V D)

end

end PdRepulsionHubbard
```

```lean
#print axioms PdRepulsionHubbard.lowering_lt_perturbative
#print axioms PdRepulsionHubbard.gap_correction_bounded
#print axioms PdRepulsionHubbard.gap_correction_saturates
```

```
'PdRepulsionHubbard.lowering_lt_perturbative' depends on axioms: [propext, Classical.choice, Quot.sound]
'PdRepulsionHubbard.gap_correction_bounded' depends on axioms: [propext, Classical.choice, Quot.sound]
'PdRepulsionHubbard.gap_correction_saturates' depends on axioms: [propext, Classical.choice, Quot.sound]
```
